# Binomial mixing turns a Rayleigh–Schrödinger series for V into one for V − aH₀

After a perturbation calculation has produced energies and state corrections, one may want to rescale the zeroth-order Hamiltonian from $H_0$ to $\mu H_0$, with $\mu\neq0$, while keeping the total $H_0+V$ fixed. No new linear equations have to be solved, because the stored corrections can be recombined. Scaling $H_0$ alone multiplies $E_n$ by $\mu^{1-n}$ and $\psi_n$ by $\mu^{-n}$. What remains is to subtract a multiple of the zeroth-order Hamiltonian from the perturbation, and the effect of that subtraction is derived here.

For a scalar $a$ and a coupling $\lambda$,
$$H_0+\lambda(V-aH_0)=(1-a\lambda)\,(H_0+xV),\qquad x=\frac{\lambda}{1-a\lambda}.$$
As formal series, the new state is therefore $\psi(x)$ and the new energy is $(1-a\lambda)E(x)$. Expanding in $\lambda$ gives binomial coefficients. The name "Euler transformation" refers here to this re-expansion, not to a claim of faster convergence.

## The order equations

The scalars form a commutative ring `R`, for instance the real or complex numbers, and the states form a module `M` over it, of any dimension.

In Lean 4 with Mathlib:

```lean
import Mathlib

open Finset

namespace EulerTransformedPerturbation

noncomputable section

variable {R M : Type*} [CommRing R] [AddCommGroup M] [Module R M]
```

At order $n$ the energy side of the perturbation equation is $\sum_{i+j=n}E_i\psi_j$.

```lean
/-- The energy side of the order equation: the sum of `E i • ψ j` over `i + j = n`. -/
def orderSum (E : ℕ → R) (ψ : ℕ → M) (n : ℕ) : M :=
  ∑ p ∈ antidiagonal n, E p.1 • ψ p.2
```

The hierarchy consists of $H_0\psi_0=E_0\psi_0$ and, for every $n\ge0$,
$$H_0\psi_{n+1}+V\psi_n=\sum_{i+j=n+1}E_i\psi_j .$$
Both operators are linear maps on all of `M`, so for unbounded operators `M` stands for a common domain that they map into itself. No inner product, self-adjointness, non-degeneracy or normalisation is assumed, and $\psi_0$ may even be zero. Passing from these equations to an eigenvalue at a given $\lambda$ needs a convergence or asymptotic argument, which the hypotheses do not supply.

```lean
/-- The Rayleigh-Schrödinger equations of all orders for the Hamiltonian `H₀` and the
perturbation `V`. -/
def SolvesOrders (H₀ V : M →ₗ[R] M) (E : ℕ → R) (ψ : ℕ → M) : Prop :=
  H₀ (ψ 0) = orderSum E ψ 0 ∧
    ∀ n, H₀ (ψ (n + 1)) + V (ψ n) = orderSum E ψ (n + 1)
```

## The transformed corrections

Write
$$B_n^a(f)=\sum_{k=0}^{n}\binom nk a^{n-k}f_k .$$

```lean
/-- The binomial mixture of `f 0, ..., f n` with weights `binom(n,k) a^(n-k)`. -/
def binomialMix (a : R) (n : ℕ) (f : ℕ → M) : M :=
  ∑ k ∈ range (n + 1), ((n.choose k : R) * a ^ (n - k)) • f k
```

The new states are $\psi'_0=\psi_0$ and $\psi'_{n+1}=B_n^a(k\mapsto\psi_{k+1})$. With the order called $n\ge1$, this is $\psi'_n=\sum_{k=1}^n\binom{n-1}{k-1}a^{n-k}\psi_k$. The same rule applied to any sequence $f$ is written $Tf$.

```lean
/-- The transformed state corrections: order zero is kept, and order `n + 1` mixes the
corrections of orders `1` to `n + 1`. -/
def eulerState (a : R) (ψ : ℕ → M) : ℕ → M
  | 0 => ψ 0
  | n + 1 => binomialMix a n (fun k => ψ (k + 1))
```

The new energies are $E'_0=E_0$, $E'_1=E_1-aE_0$ and $E'_{n+2}=B_n^a(k\mapsto E_{k+2})$, that is, $E'_n=\sum_{k=2}^n\binom{n-2}{k-2}a^{n-k}E_k$ for $n\ge2$.

```lean
/-- The transformed energies: `E 0`, then `E 1 - a E 0`, and at order `n + 2` a mixture of
the energies of orders `2` to `n + 2`. -/
def eulerEnergy (a : R) (E : ℕ → R) : ℕ → R
  | 0 => E 0
  | 1 => E 1 - a * E 0
  | n + 2 => binomialMix a n (fun k => E (k + 2))
```

An auxiliary sequence $Sf$ is needed, with $(Sf)_0=f_1$ and $(Sf)_{n+1}=f_{n+2}+af_{n+1}$. Its series is $(1+ax)(f(x)-f(0))/x$. Since $(1+ax)/x=1/\lambda$, transforming $Sf$ should lower the order of $Tf$ by one.

```lean
/-- The coefficients of `(1 + a x) (f(x) - f(0)) / x` for the series `f(x)` with
coefficients `f n`. -/
def eulerShift (a : R) (f : ℕ → M) : ℕ → M
  | 0 => f 1
  | n + 1 => f (n + 1 + 1) + a • f (n + 1)
```

## Pascal's rule and the shift

Split $\binom{n+1}{k}=\binom{n}{k-1}+\binom nk$. The first part, with $k=j+1$, gives weights $\binom nj a^{n-j}$ on $f_{j+1}$; the second gives $a$ times the old mixture. Hence
$$B_{n+1}^a(f)=B_n^a(k\mapsto f_{k+1})+a\,B_n^a(f).$$
The proof adds a zero term at $k=n+1$ to the second sum, separates the $k=0$ terms and compares the rest term by term.

```lean
/-- Pascal's rule for binomial mixtures. -/
theorem binomialMix_succ (a : R) (n : ℕ) (f : ℕ → M) :
    binomialMix a (n + 1) f =
      binomialMix a n (fun k => f (k + 1)) + a • binomialMix a n f := by
  -- the second mixture gains a vanishing top term, then its bottom term is split off
  have e : a • binomialMix a n f =
      ∑ k ∈ range (n + 1 + 1), ((n.choose k : R) * a ^ (n + 1 - k)) • f k := by
    rw [sum_range_succ _ (n + 1), Nat.choose_succ_self, Nat.cast_zero, zero_mul,
      zero_smul, add_zero, binomialMix, smul_sum]
    refine sum_congr rfl fun k hk => ?_
    have hk' : n + 1 - k = (n - k) + 1 := by
      have := mem_range.mp hk
      omega
    rw [hk', pow_succ, smul_smul]
    congr 1
    ring
  rw [e]
  unfold binomialMix
  rw [sum_range_succ' _ (n + 1), sum_range_succ' _ (n + 1), ← add_assoc,
    ← sum_add_distrib]
  congr 1
  · refine sum_congr rfl fun k _ => ?_
    rw [← add_smul, Nat.choose_succ_succ', Nat.add_sub_add_right, Nat.cast_add, add_mul]
  · simp
```

Mixing is also linear: $B_n^a(f+cg)=B_n^a(f)+cB_n^a(g)$.

```lean
/-- Binomial mixing is linear in the mixed sequence. -/
theorem binomialMix_add_smul (a c : R) (n : ℕ) (f g : ℕ → M) :
    binomialMix a n (fun k => f k + c • g k) =
      binomialMix a n f + c • binomialMix a n g := by
  unfold binomialMix
  rw [smul_sum, ← sum_add_distrib]
  refine sum_congr rfl fun k _ => ?_
  module
```

It follows that $(T(Sf))_n=(Tf)_{n+1}$. For $n=0$ both sides are $f_1$. At the next orders, linearity turns the left side into $B_n^a(k\mapsto f_{k+2})+aB_n^a(k\mapsto f_{k+1})$, which is $B_{n+1}^a(k\mapsto f_{k+1})$ by Pascal's rule.

```lean
/-- Raising the order of a transformed sequence by one amounts to transforming the
shifted sequence. -/
theorem eulerState_shift (a : R) (f : ℕ → M) (n : ℕ) :
    eulerState a (eulerShift a f) n = eulerState a f (n + 1) := by
  cases n with
  | zero =>
    change f 1 = binomialMix a 0 (fun k => f (k + 1))
    simp [binomialMix]
  | succ n =>
    change binomialMix a n (fun k => f (k + 1 + 1) + a • f (k + 1)) =
      binomialMix a (n + 1) (fun k => f (k + 1))
    rw [binomialMix_succ, binomialMix_add_smul]
```

## Products of energy and state series

Let $(E*\psi)_n=\sum_{i+j=n}E_i\psi_j$. Substituting one series variable for another preserves products, so $T(E*\psi)=TE*T\psi$ is expected. For a proof by coefficients, use
$$S(E*\psi)=(SE)*\psi+E_0\,S\psi .$$
Order zero is immediate. If the claim holds at order $n$ for all sequences, then
$$\begin{aligned}(T(E*\psi))_{n+1}&=(T((SE)*\psi))_n+E_0(T(S\psi))_n\\&=\sum_{i+j=n}(TE)_{i+1}(T\psi)_j+E_0(T\psi)_{n+1},\end{aligned}$$
which is $(TE*T\psi)_{n+1}$. The induction must allow arbitrary sequences because it is applied to $SE$; `key` is the product rule and `lin` the linearity of $T$.

```lean
/-- The transformation respects the product of the energy series and the state series. -/
theorem eulerState_orderSum (a : R) (n : ℕ) (E : ℕ → R) (ψ : ℕ → M) :
    eulerState a (orderSum E ψ) n = orderSum (eulerState a E) (eulerState a ψ) n := by
  induction n generalizing E ψ with
  | zero => simp [eulerState, orderSum]
  | succ n ih =>
    -- a product rule for the shift
    have key : eulerShift a (orderSum E ψ) =
        fun m => orderSum (eulerShift a E) ψ m + E 0 • eulerShift a ψ m := by
      funext m
      cases m with
      | zero =>
        have h1 : antidiagonal 1 = ({(0, 1), (1, 0)} : Finset (ℕ × ℕ)) := rfl
        simp [eulerShift, orderSum, h1, add_comm]
      | succ m =>
        simp only [eulerShift, orderSum, Finset.Nat.sum_antidiagonal_succ, add_smul,
          smul_add, sum_add_distrib, smul_sum, smul_eq_mul, mul_smul, zero_add]
        module
    have lin : ∀ (F g : ℕ → M) (c : R), eulerState a (fun m => F m + c • g m) n =
        eulerState a F n + c • eulerState a g n := by
      intro F g c
      cases n with
      | zero => rfl
      | succ k => exact binomialMix_add_smul a c k _ _
    rw [← eulerState_shift, key, lin, ih, eulerState_shift]
    simp only [orderSum, Finset.Nat.sum_antidiagonal_succ, eulerState_shift]
    exact add_comm _ _
```

## The equations for V − aH₀

The claim is that if $(E_n,\psi_n)$ solves every order equation for $H_0$ and $V$, then $(E'_n,\psi'_n)$ solves every one for $H_0$ and $V-aH_0$.

Pascal's rule gives $E'_{i+1}=(TE)_{i+1}-a(TE)_i$ (`hE`). With $G=E*\psi$, the product formula yields (`hS`)
$$(E'*\psi')_{n+1}=(TG)_{n+1}-a(TG)_n .$$
Mixing the old equations gives (`hG`)
$$(TG)_{m+1}=H_0\psi'_{m+1}+V B_m^a(\psi).$$
For $n=0$ the difference is $H_0\psi'_1+V\psi_0-aH_0\psi_0$, as required. For $n=m+1$ it is
$$H_0\psi'_{m+2}-aH_0\psi'_{m+1}+V\bigl(B_{m+1}^a(\psi)-aB_m^a(\psi)\bigr).$$
The last bracket is $\psi'_{m+1}$ by Pascal's rule, which leaves $H_0\psi'_{m+2}+(V-aH_0)\psi'_{m+1}$.

```lean
/-- Euler transformation: a solution of all order equations for `H₀` and `V` becomes, by
binomial mixing, a solution of all order equations for `H₀` and `V - a H₀`. -/
theorem euler_transformation {H₀ V : M →ₗ[R] M} {E : ℕ → R} {ψ : ℕ → M}
    (h : SolvesOrders H₀ V E ψ) (a : R) :
    SolvesOrders H₀ (V - a • H₀) (eulerEnergy a E) (eulerState a ψ) := by
  refine ⟨by simpa [orderSum, eulerEnergy, eulerState] using h.1, fun n => ?_⟩
  have hE : ∀ i, eulerEnergy a E (i + 1) =
      eulerState a E (i + 1) - a * eulerState a E i := by
    intro i
    cases i with
    | zero =>
      change E 1 - a * E 0 = binomialMix a 0 (fun k => E (k + 1)) - a * E 0
      simp [binomialMix]
    | succ i =>
      change binomialMix a i (fun k => E (k + 1 + 1)) =
        binomialMix a (i + 1) (fun k => E (k + 1)) - a * binomialMix a i (fun k => E (k + 1))
      rw [binomialMix_succ, smul_eq_mul]
      ring
  -- the new energy side is a transformed energy side minus `a` times the preceding one
  have hS : orderSum (eulerEnergy a E) (eulerState a ψ) (n + 1) =
      eulerState a (orderSum E ψ) (n + 1) - a • eulerState a (orderSum E ψ) n := by
    have h0 : eulerEnergy a E 0 = eulerState a E 0 := rfl
    rw [eulerState_orderSum, eulerState_orderSum]
    simp only [orderSum, Finset.Nat.sum_antidiagonal_succ, hE, h0, sub_smul,
      sum_sub_distrib, mul_smul, ← smul_sum]
    abel
  -- the old order equations, mixed
  have hG : ∀ m, eulerState a (orderSum E ψ) (m + 1) =
      H₀ (eulerState a ψ (m + 1)) + V (binomialMix a m ψ) := by
    intro m
    change binomialMix a m (fun k => orderSum E ψ (k + 1)) =
      H₀ (binomialMix a m (fun k => ψ (k + 1))) + V (binomialMix a m ψ)
    simp only [← h.2, binomialMix, map_sum, map_smul, smul_add, sum_add_distrib]
  rw [hS]
  cases n with
  | zero =>
    have b : binomialMix a 0 ψ = ψ 0 := by simp [binomialMix]
    have c : eulerState a (orderSum E ψ) 0 = H₀ (ψ 0) := h.1.symm
    rw [hG, b, c]
    change _ + (V (ψ 0) - a • H₀ (ψ 0)) = _
    abel
  | succ n =>
    have d : eulerState a ψ (n + 1) = binomialMix a n (fun k => ψ (k + 1)) := rfl
    rw [hG (n + 1), hG n, binomialMix_succ]
    simp only [LinearMap.sub_apply, LinearMap.smul_apply, map_add, map_smul, d]
    module
```

## Going back with −a

Mixing with $-a$ restores the original sequence. By induction and Pascal's rule, used once for each parameter,
$$B_{n+1}^{-a}(k\mapsto B_k^a(f))=(f_{n+1}+af_n)-af_n=f_{n+1}.$$

```lean
/-- Mixing with `-a` undoes mixing with `a`. -/
theorem binomialMix_undo (a : R) (n : ℕ) (f : ℕ → M) :
    binomialMix (-a) n (fun k => binomialMix a k f) = f n := by
  induction n generalizing f with
  | zero => simp [binomialMix]
  | succ n ih =>
    have e : (fun k => binomialMix a (k + 1) f) =
        fun k => binomialMix a k (fun j => f (j + 1)) + a • binomialMix a k f :=
      funext fun k => binomialMix_succ a k f
    rw [binomialMix_succ (-a) n, e, binomialMix_add_smul, ih f, ih (fun j => f (j + 1))]
    module
```

Applying the transformation with $-a$ to the new solution therefore returns $V$, $E$ and $\psi$. The transformed sequences solve their hierarchy exactly when the original ones solve theirs.

```lean
/-- The transformed sequences solve all order equations for `V - a H₀` exactly when the
original ones solve them for `V`. -/
theorem euler_transformation_iff (H₀ V : M →ₗ[R] M) (E : ℕ → R) (ψ : ℕ → M) (a : R) :
    SolvesOrders H₀ (V - a • H₀) (eulerEnergy a E) (eulerState a ψ) ↔
      SolvesOrders H₀ V E ψ := by
  refine ⟨fun h => ?_, fun h => euler_transformation h a⟩
  have hV : V - a • H₀ - (-a) • H₀ = V := by module
  have hE : eulerEnergy (-a) (eulerEnergy a E) = E := by
    funext n
    match n with
    | 0 => rfl
    | 1 =>
      change E 1 - a * E 0 - -a * E 0 = E 1
      ring
    | n + 2 => exact binomialMix_undo a n (fun k => E (k + 2))
  have hψ : eulerState (-a) (eulerState a ψ) = ψ := by
    funext n
    match n with
    | 0 => rfl
    | n + 1 => exact binomialMix_undo a n (fun k => ψ (k + 1))
  have h' := euler_transformation h (-a)
  rwa [hV, hE, hψ] at h'
```

## Removing the third-order energy

Over a field, $E'_3=E_3+aE_2$. If $E_2\ne0$, this vanishes for exactly one value, $a=-E_3/E_2$. The condition means that the perturbation produces a second-order energy shift. If $E_2=0$, then $E_3=1$ leaves no solution, while $E_3=0$ makes every $a$ a solution.

For Møller–Plesset theory in a finite basis, the initial scaling first replaces $E_2$ and $E_3$ by $E_2/\mu$ and $E_3/\mu^2$. Keeping the total Hamiltonian fixed requires $a=1-1/\mu$, so the condition, applied to the scaled energies, reads $1-1/\mu=-E_3/(\mu E_2)$. In terms of the original energies this gives the Feenberg factor $\mu=1-E_3/E_2$, provided that it is non-zero. It cancels the third-order term without guaranteeing a better total energy.

```lean
/-- If the second-order energy is non-zero, the transformed third-order energy vanishes for
exactly one parameter, `a = -E 3 / E 2`. -/
theorem third_order_vanishes_iff {K : Type*} [Field K] (E : ℕ → K) (h : E 2 ≠ 0) (a : K) :
    eulerEnergy a E 3 = 0 ↔ a = -E 3 / E 2 := by
  have e : eulerEnergy a E 3 = E 3 + a * E 2 := by
    change binomialMix a 1 (fun k => E (k + 2)) = _
    simp [binomialMix, sum_range_succ]
    ring
  rw [e, eq_div_iff h]
  constructor <;> intro h' <;> linear_combination h'
```

## A linearly displaced oscillator

Represent oscillator states by real polynomials in $x$, now an ordinary polynomial variable. Multiplication by $x$ raises the level and $d/dx$ lowers it; the letter $a$ remains the mixing parameter. In units of the level spacing, and without the zero-point energy, $H_0=x\,d/dx$.

```lean
/-- The number operator `x d/dx` on real polynomials. -/
def oscH : Polynomial ℝ →ₗ[ℝ] Polynomial ℝ :=
  LinearMap.mulLeft ℝ Polynomial.X ∘ₗ Polynomial.derivative
```

The perturbation is $V=x+d/dx$, the potential of a constant force, which displaces the equilibrium. It is proportional to the oscillator's position operator; the polynomial variable $x$ alone is not the position.

```lean
/-- The linear displacement `x + d/dx`, the sum of the raising and lowering operators. -/
def oscV : Polynomial ℝ →ₗ[ℝ] Polynomial ℝ :=
  LinearMap.mulLeft ℝ Polynomial.X + Polynomial.derivative
```

Its only non-zero energy coefficient is $E_2=-1$.

```lean
/-- The energy sequence with the single non-zero entry `-1` at second order. -/
def oscE (n : ℕ) : ℝ := if n = 2 then -1 else 0
```

The state corrections are $\psi_n=(-x)^n/n!$. Since $x^n$ represents $\sqrt{n!}\,|n\rangle$, with $|n\rangle$ the normalised level, this is $(-1)^n|n\rangle/\sqrt{n!}$.

```lean
/-- The state corrections `(-x)^n / n!`. -/
def oscState (n : ℕ) : Polynomial ℝ :=
  Polynomial.monomial n ((-1) ^ n / (n.factorial : ℝ))
```

To check the equations, use $d\psi_{n+1}/dx=-\psi_n$. Then $H_0\psi_{n+1}=-x\psi_n$ cancels the raising part of $V\psi_n$, leaving $d\psi_n/dx$. This is zero for $n=0$ and $-\psi_{n-1}=E_2\psi_{n-1}$ for $n\ge1$.

In the transformed energy of order $n+2$ only the $k=0$ term survives, so $E'_{n+2}=-a^n$. For this one-mode model, an energy series that stops at second order becomes a geometric series whenever $a\ne0$.

```lean
/-- The displaced oscillator solves all order equations with `oscE` and `oscState`, and its
transformed energy of order `n + 2` is `-a^n`. -/
theorem oscillator_witness :
    SolvesOrders oscH oscV oscE oscState ∧
      ∀ (a : ℝ) (n : ℕ), eulerEnergy a oscE (n + 2) = -a ^ n := by
  -- the lowering operator acts on the corrections as a step down
  have hd : ∀ n, Polynomial.derivative (oscState (n + 1)) = -oscState n := by
    intro n
    have h1 : (n : ℝ) + 1 ≠ 0 := by positivity
    have h2 : (n.factorial : ℝ) ≠ 0 := by positivity
    unfold oscState
    rw [Polynomial.derivative_monomial, Nat.add_sub_cancel, ← map_neg]
    refine congrArg _ ?_
    rw [Nat.factorial_succ]
    push_cast
    rw [div_mul_eq_mul_div, ← neg_div, div_eq_div_iff (mul_ne_zero h1 h2) h2]
    ring
  have hd0 : Polynomial.derivative (oscState 0) = 0 := by simp [oscState]
  refine ⟨⟨?_, fun n => ?_⟩, fun a n => ?_⟩
  · change Polynomial.X * Polynomial.derivative (oscState 0) = _
    rw [hd0]
    simp [orderSum, oscE]
  · change Polynomial.X * Polynomial.derivative (oscState (n + 1)) +
      (Polynomial.X * oscState n + Polynomial.derivative (oscState n)) = _
    cases n with
    | zero =>
      have h1 : antidiagonal 1 = ({(0, 1), (1, 0)} : Finset (ℕ × ℕ)) := rfl
      have hs : orderSum oscE oscState (0 + 1) = 0 := by simp [orderSum, oscE, h1]
      rw [hs, hd, hd0]
      ring
    | succ m =>
      have hs : orderSum oscE oscState (m + 1 + 1) = -oscState m := by
        unfold orderSum
        rw [Finset.sum_eq_single (2, m)]
        · simp [oscE]
        · rintro ⟨i, j⟩ hp hne
          have hij : i + j = m + 1 + 1 := HasAntidiagonal.mem_antidiagonal.mp hp
          have hi : i ≠ 2 := by
            intro hi
            exact hne (Prod.ext hi (by change j = m; omega))
          simp [oscE, hi]
        · intro hn
          exact hn (HasAntidiagonal.mem_antidiagonal.mpr
            (by change 2 + m = m + 1 + 1; omega)) |>.elim
      rw [hs, hd, hd]
      ring
  · change binomialMix a n (fun k => oscE (k + 2)) = _
    unfold binomialMix
    rw [Finset.sum_eq_single 0]
    · simp [oscE]
    · intro k _ hk
      simp [oscE, hk]
    · intro hn
      exact absurd (mem_range.mpr (Nat.succ_pos n)) hn

end

end EulerTransformedPerturbation
```

```lean
#print axioms EulerTransformedPerturbation.binomialMix_add_smul
-- 'EulerTransformedPerturbation.binomialMix_add_smul' depends on axioms: [propext, Classical.choice, Quot.sound]
#print axioms EulerTransformedPerturbation.euler_transformation_iff
-- 'EulerTransformedPerturbation.euler_transformation_iff' depends on axioms: [propext, Classical.choice, Quot.sound]
#print axioms EulerTransformedPerturbation.third_order_vanishes_iff
-- 'EulerTransformedPerturbation.third_order_vanishes_iff' depends on axioms: [propext, Classical.choice, Quot.sound]
```
